# Complex conjugation of a state reverses the sign of the real part of ⟨v, Lv⟩ when L = iA with A real

In a finite orthonormal basis of real orbitals, an orbital moment operator is modelled as L = iA, where A is a real matrix. The lemma says that replacing the coefficients of a state v by their complex conjugates reverses the sign of the real part of ⟨v, Lv⟩. A need not be antisymmetric, so L need not be Hermitian, and v need not be normalised. The attempt writes the inner products as sums, shows in `key` that the inner product for the conjugated state is minus the complex conjugate of the original one, and then takes real parts.

In Lean, a first try:

```lean
import Mathlib

open Matrix
open scoped InnerProductSpace ComplexConjugate

namespace ConjMoment

noncomputable section

variable {n : Type*} [Fintype n] [DecidableEq n] {H A : Matrix n n ℝ} {ε : ℂ}

/-- The orbital moment operator `L = iA` in a real orbital basis. -/
def orbitalL (A : Matrix n n ℝ) : EuclideanSpace ℂ n →ₗ[ℂ] EuclideanSpace ℂ n :=
  Matrix.toEuclideanLin (Complex.I • A.map Complex.ofReal)

/-- The complex conjugate of a state. -/
def conjState (v : EuclideanSpace ℂ n) : EuclideanSpace ℂ n := WithLp.toLp 2 (star v.ofLp)

/-- Complex conjugation of the state reverses the real part of `⟨v, Lv⟩`. -/
theorem conj_moment (A : Matrix n n ℝ) (v : EuclideanSpace ℂ n) :
    (⟪conjState v, orbitalL A (conjState v)⟫_ℂ).re = -(⟪v, orbitalL A v⟫_ℂ).re := by
  have h : ∀ w : EuclideanSpace ℂ n, ⟪w, orbitalL A w⟫_ℂ =
      ∑ i, (∑ k, Complex.I * (A i k : ℂ) * w.ofLp k) * conj (w.ofLp i) :=
    fun w => EuclideanSpace.inner_eq_star_dotProduct w _
  have key : ⟪conjState v, orbitalL A (conjState v)⟫_ℂ = -conj ⟪v, orbitalL A v⟫_ℂ := by
    rw [h, h]
    simp [conjState]
  rw [key]
  simp

end

end ConjMoment
```

The error:

```
Main.lean:21:82: error: unsolved goals
n : Type u_1
inst✝¹ : Fintype n
inst✝ : DecidableEq n
A : Matrix n n ℝ
v : EuclideanSpace ℂ n
h :
  ∀ (w : EuclideanSpace ℂ n),
    ⟪w, (orbitalL A) w⟫_ℂ = ∑ i, (∑ k, Complex.I * ↑(A i k) * w.ofLp k) * (starRingEnd ((fun x => ℂ) i)) (w.ofLp i)
key : ⟪conjState v, (orbitalL A) (conjState v)⟫_ℂ = -(starRingEnd ℂ) ⟪v, (orbitalL A) v⟫_ℂ
⊢ (⟪(orbitalL A) v, v⟫_ℂ).re = (⟪v, (orbitalL A) v⟫_ℂ).re
```

Lean accepts the file once it reads:

```diff
@@ -26,6 +26,5 @@
     rw [h, h]
     simp [conjState]
-  rw [key]
-  simp
+  rw [key, Complex.neg_re, Complex.conj_re]
 
 end
```

Diagnosis. The error is an unsolved goal left by the last `simp`; `key` itself is proved. After `rw [key]`, what remains is that the real part of `-conj ⟪v, orbitalL A v⟫_ℂ` equals minus the real part of `⟪v, orbitalL A v⟫_ℂ`. Apart from moving the minus sign out of the real part, this needs only that a number and its conjugate have the same real part, which is `Complex.conj_re`.

But `simp` works on inner terms first, and there the simp lemma `inner_conj_symm` turns the conjugate of an inner product into the inner product with its arguments swapped. The conjugation is then gone, `Complex.conj_re` has nothing to match, and once the minus signs are cancelled `simp` is left with two real parts whose inner products have opposite argument order, as the message shows.

The repair replaces `simp` by two named rewrites. `Complex.neg_re` moves the minus sign outside the real part, and `Complex.conj_re` removes the conjugation while it is still there. Both sides are then identical, and `rw` closes the goal by reflexivity.
